# The reciprocal dipole term has no limit at q = 0, and with the Lorentz term of a cubic lattice its directional limits agree with the Clausius–Mossotti relation

## Which matrix belongs at q = 0 in a cubic crystal?

I have to choose what the dipole interaction means at $q=0$ before I can put it on a grid of wavevectors. In its reciprocal-space sum, the term with zero reciprocal-lattice vector is, per unit number density,

$$T(q)=4\pi\,\frac{q\,q^T}{|q|^2}\,e^{-c|q|^2},$$

with $c$ the parameter of the Gaussian damping. My crystal is cubic, so I expected an isotropic matrix at the origin. But I get one matrix when I approach along $x$ and another along $y$, and changing $c$ doesn't help. Is that a bug? And if the matrix really depends on direction, how can it be consistent with a single dielectric constant $\varepsilon$?

## One limit for each direction, one ratio for all of them

Leave the point $q=0$ out, and ask only what happens as $q$ approaches it through nonzero values. Whatever value a program stores at the origin then plays no part. With this choice your observation is correct behaviour: there is a limit along every direction, these limits differ, and so there is no limit in $\mathbb R^3$. The eigenvalues of the resulting coupled-dipole matrix are nevertheless the same for every direction, and their ratio is a single number.

### Approaching the origin along a ray

Let $e$ be a unit vector and put $q=te$ with $t\neq0$. Then $|q|^2=t^2$ and $qq^T=t^2ee^T$, so the factors $t^2$ cancel:

$$T(te)=e^{-ct^2}\,4\pi\,ee^T\;\longrightarrow\;4\pi\,ee^T\qquad(t\to0).$$

The Gaussian tends to 1 for every real $c$, which is why changing $c$ had no effect.

If $T(q)$ had a limit $L$ at the origin, $L$ would equal $4\pi ee^T$ for every unit vector $e$. Number the components 0, 1, 2. The direction $(1,0,0)$ gives $L_{00}=4\pi$, and $(0,1,0)$ gives $L_{00}=0$. These contradict each other, so no $L$ exists.

Now take a cubic lattice with one dipole per primitive cell. Let $\alpha$ be the polarizability of each dipole and $n$ their number density, in Gaussian units. The coupled-dipole matrix is

$$C(q)=1+\alpha n\left(T(q)-\tfrac{4\pi}{3}\,1\right).$$

The subtracted Lorentz term stands for the local field of a cubic environment: it collects the remaining, isotropic part of the lattice sum at long wavelength. With $y=4\pi n\alpha/3$, the limit along $e$ is

$$M=1+4\pi n\alpha\,ee^T-\tfrac{4\pi n\alpha}{3}\,1=1+y\,(3ee^T-1).$$

### Longitudinal and transverse eigenvalues

For any dipole pattern $v$,

$$Mv=(1-y)\,v+3y\,(e\cdot v)\,e.$$

Taking $v=e$ gives the longitudinal eigenvalue $1+2y$. Taking $v\perp e$ gives the transverse eigenvalue $1-y$, on a two-dimensional space. To confirm the multiplicities, set $a=\mu-1+y$. Then

$$\det(\mu 1-M)=\det(a1-3y\,ee^T)=a^2(a-3y)=(\mu-1-2y)(\mu-1+y)^2.$$

At $y=0$ all three eigenvalues coincide at 1.

The quadratic form is

$$v\cdot Mv=(1-y)\,v\cdot v+3y\,(e\cdot v)^2.$$

For $0\le y<1$ it is positive for every $v\neq0$. For $y\ge1$ a nonzero $v$ perpendicular to $e$ makes it zero or negative. For $y\ge0$ the long-wavelength modes are therefore stable exactly when $y<1$, and at $y=1$ the transverse mode goes soft. This doesn't settle the stability of the whole crystal: in some lattices a mode of shorter wavelength becomes unstable at a smaller $y$.

Finally, for $0<y<1$,

$$\frac{1+2y}{1-y}=\varepsilon\iff 1+2y=\varepsilon-\varepsilon y\iff \varepsilon-1=y(\varepsilon+2)\iff\frac{\varepsilon-1}{\varepsilon+2}=y.$$

The last division is allowed because $\varepsilon=-2$ would turn $\varepsilon-1=y(\varepsilon+2)$ into $-3=0$. The direction $e$ has disappeared. Cubic symmetry shows up in the eigenvalues, which are the same for all $e$, while the eigenvectors follow $e$.

In many-body dispersion, for this model of identical harmonic dipoles of frequency $\omega_0$ in a cubic lattice, the eigenvalues times $\omega_0^2$ are the squared mode frequencies at long wavelength. The formula for $T(q)$ gives no value at $q=0$ itself, so a code that samples this point must choose one. Every directional limit gives the same frequencies, whereas leaving $T$ out at that point gives the eigenvalue $1-y$ three times.

### The dipole model as Lean states it

A wavevector is a function `Fin 3 → ℝ`, that is, a real triple, and a tensor is a real 3×3 matrix. The squared length is written `q ⬝ᵥ q`, the Euclidean dot product, because the built-in norm on such triples is the largest absolute component. The matrix $qq^T$ is `vecMulVec q q`, and a unit vector is one with `e ⬝ᵥ e = 1`. The definitions `dipoleTerm`, `coupledMatrix` and `limitMatrix` are $T$, $C$ and $M$.

The filter `𝓝[≠] 0` expresses "towards zero through nonzero values", for the number $t$ on a ray and for the vector $q$ in space. Convergence of matrices is entry by entry.

In words, the theorems say the following.

- `dipoleTerm_tendsto_ray`: along each unit vector $e$, the dipole term tends to $4\pi ee^T$.
- `dipoleTerm_no_limit`: no matrix is the limit of the dipole term at the origin of $\mathbb R^3$.
- `coupledMatrix_tendsto_ray`: along $e$, the coupled matrix tends to $1+y(3ee^T-1)$ with $y=4\pi n\alpha/3$.
- `limitMatrix_spectrum`: the two eigenvalue equations hold, and the characteristic determinant factorises as above.
- `limitMatrix_stable_iff`: for $y\ge0$, the quadratic form is positive on all nonzero patterns exactly when $y<1$. Here $e$ need not be a unit vector.
- `clausius_mossotti_ratio`: let $L$ be the eigenvalue belonging to a unit vector $e$, and $T$ (here a number) the one belonging to a nonzero $v$ perpendicular to $e$. For $0<y<1$, $L/T=\varepsilon$ holds exactly when $(\varepsilon-1)/(\varepsilon+2)=y$.

The last theorem compares the eigenvalue ratio with the Clausius–Mossotti relation; it doesn't derive that relation from electrostatics. In it $\varepsilon$ is any real number, and calling it the dielectric constant is the physical reading. The Lorentz term is likewise put in by definition and not obtained from a lattice sum. It is kept constant in $q$, so at finite $q$ the matrix $C(q)$ is not the full interaction of a crystal. A non-cubic lattice in general needs an anisotropic tensor in place of the Lorentz term, and several atoms per cell need a larger matrix, with three rows for each atom.

```lean
import Mathlib

open Matrix Filter Topology

namespace ManyBodyDispersion

noncomputable section

/-- The reciprocal-space dipole term `4π q qᵀ exp(-c|q|²)/|q|²`, for wavevectors `q ≠ 0`. -/
def dipoleTerm (c : ℝ) (q : Fin 3 → ℝ) : Matrix (Fin 3) (Fin 3) ℝ :=
  (4 * Real.pi * Real.exp (-c * (q ⬝ᵥ q)) / (q ⬝ᵥ q)) • vecMulVec q q

/-- The dimensionless coupled-dipole matrix for polarizability `α` and number density `n`,
built from the reciprocal dipole term and the isotropic Lorentz term `4π/3`, for `q ≠ 0`. -/
def coupledMatrix (α n c : ℝ) (q : Fin 3 → ℝ) : Matrix (Fin 3) (Fin 3) ℝ :=
  1 + (α * n) • (dipoleTerm c q - (4 * Real.pi / 3) • (1 : Matrix (Fin 3) (Fin 3) ℝ))

/-- The matrix `1 + y (3 e eᵀ - 1)` for coupling strength `y` and direction `e`. -/
def limitMatrix (y : ℝ) (e : Fin 3 → ℝ) : Matrix (Fin 3) (Fin 3) ℝ :=
  1 + y • ((3 : ℝ) • vecMulVec e e - 1)

/-- At a nonzero distance `t` along a unit vector `e`, the dipole term is
`4π e eᵀ` times the Gaussian factor `exp(-c t²)`. -/
theorem dipoleTerm_ray (c : ℝ) {e : Fin 3 → ℝ} (he : e ⬝ᵥ e = 1) {t : ℝ} (ht : t ≠ 0) :
    dipoleTerm c (t • e) = Real.exp (-c * t ^ 2) • ((4 * Real.pi) • vecMulVec e e) := by
  have h : (t • e) ⬝ᵥ (t • e) = t ^ 2 := by
    simp only [smul_dotProduct, dotProduct_smul, he, smul_eq_mul]
    ring
  have ht2 : t ^ 2 ≠ 0 := pow_ne_zero 2 ht
  ext i j
  unfold dipoleTerm
  rw [h]
  simp only [Matrix.smul_apply, vecMulVec_apply, Pi.smul_apply, smul_eq_mul]
  rw [div_mul_eq_mul_div, div_eq_iff ht2]
  ring

/-- Along a unit vector `e`, the dipole term tends to `4π e eᵀ` as the wavevector
goes to zero through nonzero values. -/
theorem dipoleTerm_tendsto_ray (c : ℝ) {e : Fin 3 → ℝ} (he : e ⬝ᵥ e = 1) :
    Tendsto (fun t : ℝ => dipoleTerm c (t • e)) (𝓝[≠] 0)
      (𝓝 ((4 * Real.pi) • vecMulVec e e)) := by
  have hE : Tendsto (fun t : ℝ => Real.exp (-c * t ^ 2)) (𝓝[≠] 0) (𝓝 1) := by
    have hc : Continuous (fun t : ℝ => Real.exp (-c * t ^ 2)) := by fun_prop
    have h0 : Tendsto (fun t : ℝ => Real.exp (-c * t ^ 2)) (𝓝[≠] 0)
        (𝓝 (Real.exp (-c * 0 ^ 2))) := (hc.tendsto 0).mono_left nhdsWithin_le_nhds
    simpa using h0
  have h := hE.smul_const ((4 * Real.pi) • vecMulVec e e)
  rw [one_smul] at h
  refine h.congr' ?_
  filter_upwards [self_mem_nhdsWithin] with t ht
  exact (dipoleTerm_ray c he ht).symm

/-- The reciprocal dipole term has no limit as the wavevector goes to zero in
three-dimensional space. -/
theorem dipoleTerm_no_limit (c : ℝ) :
    ¬ ∃ L : Matrix (Fin 3) (Fin 3) ℝ, Tendsto (dipoleTerm c) (𝓝[≠] 0) (𝓝 L) := by
  rintro ⟨L, hL⟩
  -- a common limit would have to agree with every directional limit
  have ray : ∀ e : Fin 3 → ℝ, e ⬝ᵥ e = 1 → L = (4 * Real.pi) • vecMulVec e e := by
    intro e he
    have hne : e ≠ 0 := by
      rintro rfl
      simp at he
    have hq : Tendsto (fun t : ℝ => t • e) (𝓝[≠] 0) (𝓝[≠] 0) := by
      refine tendsto_nhdsWithin_iff.2 ⟨?_, ?_⟩
      · have hc : Continuous (fun t : ℝ => t • e) := by fun_prop
        have h0 : Tendsto (fun t : ℝ => t • e) (𝓝[≠] 0) (𝓝 ((0 : ℝ) • e)) :=
          (hc.tendsto 0).mono_left nhdsWithin_le_nhds
        rwa [zero_smul] at h0
      · filter_upwards [self_mem_nhdsWithin] with t ht
        exact smul_ne_zero ht hne
    exact tendsto_nhds_unique (hL.comp hq) (dipoleTerm_tendsto_ray c he)
  -- the directions x and y disagree in the xx entry
  have h := (ray ![1, 0, 0] (by simp [dotProduct, Fin.sum_univ_succ])).symm.trans
    (ray ![0, 1, 0] (by simp [dotProduct, Fin.sum_univ_succ]))
  have h00 := congrFun (congrFun h 0) 0
  simp [Real.pi_ne_zero] at h00

/-- Along a unit vector `e`, the coupled-dipole matrix tends to `1 + y (3 e eᵀ - 1)`
with `y = 4π n α / 3`. -/
theorem coupledMatrix_tendsto_ray (α n c : ℝ) {e : Fin 3 → ℝ} (he : e ⬝ᵥ e = 1) :
    Tendsto (fun t : ℝ => coupledMatrix α n c (t • e)) (𝓝[≠] 0)
      (𝓝 (limitMatrix (4 * Real.pi * n * α / 3) e)) := by
  have h := (((dipoleTerm_tendsto_ray c he).sub_const
    ((4 * Real.pi / 3) • (1 : Matrix (Fin 3) (Fin 3) ℝ))).const_smul (α * n)).const_add 1
  have heq : limitMatrix (4 * Real.pi * n * α / 3) e = 1 + (α * n) •
      ((4 * Real.pi) • vecMulVec e e
        - (4 * Real.pi / 3) • (1 : Matrix (Fin 3) (Fin 3) ℝ)) := by
    unfold limitMatrix
    module
  rw [heq]
  exact h

/-- The limiting matrix scales a dipole pattern `v` by `1 - y` and adds
`3y (e · v)` along `e`. -/
theorem limitMatrix_mulVec (y : ℝ) (e v : Fin 3 → ℝ) :
    limitMatrix y e *ᵥ v = (1 - y) • v + (3 * y * (e ⬝ᵥ v)) • e := by
  ext i
  fin_cases i <;>
    simp [limitMatrix, mulVec, dotProduct, Fin.sum_univ_three, vecMulVec_apply,
      Matrix.one_apply] <;> ring

/-- For a unit vector `e`, the limiting matrix has eigenvalue `1 + 2y` along `e` and `1 - y`
on vectors perpendicular to `e`; its characteristic determinant has these as a simple and a
double factor. -/
theorem limitMatrix_spectrum (y : ℝ) {e : Fin 3 → ℝ} (he : e ⬝ᵥ e = 1) :
    limitMatrix y e *ᵥ e = (1 + 2 * y) • e ∧
    (∀ v, e ⬝ᵥ v = 0 → limitMatrix y e *ᵥ v = (1 - y) • v) ∧
    ∀ μ : ℝ, (μ • (1 : Matrix (Fin 3) (Fin 3) ℝ) - limitMatrix y e).det
      = (μ - (1 + 2 * y)) * (μ - (1 - y)) ^ 2 := by
  refine ⟨?_, ?_, ?_⟩
  · rw [limitMatrix_mulVec, he]
    module
  · intro v hv
    rw [limitMatrix_mulVec, hv]
    module
  · intro μ
    have h : e 0 * e 0 + e 1 * e 1 + e 2 * e 2 = 1 := by
      simpa [dotProduct, Fin.sum_univ_three] using he
    rw [Matrix.det_fin_three]
    simp [limitMatrix, vecMulVec_apply]
    linear_combination (-3 * y * (μ - 1 + y) ^ 2) * h

/-- For nonnegative coupling `y` and any direction vector `e`, the quadratic form of the
limiting matrix is positive on all nonzero dipole patterns exactly when `y < 1`. -/
theorem limitMatrix_stable_iff {y : ℝ} (hy : 0 ≤ y) (e : Fin 3 → ℝ) :
    (∀ v, v ≠ 0 → 0 < v ⬝ᵥ (limitMatrix y e *ᵥ v)) ↔ y < 1 := by
  have quad : ∀ v, v ⬝ᵥ (limitMatrix y e *ᵥ v)
      = (1 - y) * (v ⬝ᵥ v) + 3 * y * (e ⬝ᵥ v) ^ 2 := by
    intro v
    rw [limitMatrix_mulVec, dotProduct_add, dotProduct_smul, dotProduct_smul,
      dotProduct_comm v e, smul_eq_mul, smul_eq_mul]
    ring
  have nonneg : ∀ v : Fin 3 → ℝ, 0 ≤ v ⬝ᵥ v := fun v =>
    Finset.sum_nonneg fun i _ => mul_self_nonneg (v i)
  constructor
  · intro h
    -- a transverse pattern tests the eigenvalue 1 - y
    obtain ⟨v, hv, hev⟩ : ∃ v : Fin 3 → ℝ, v ≠ 0 ∧ e ⬝ᵥ v = 0 := by
      by_cases h0 : e 0 = 0
      · refine ⟨![1, 0, 0], fun hz => ?_, ?_⟩
        · have h1 := congrFun hz 0
          simp at h1
        · simp [dotProduct, Fin.sum_univ_three, h0]
      · refine ⟨![-e 1, e 0, 0], fun hz => h0 (by simpa using congrFun hz 1), ?_⟩
        have hs : e ⬝ᵥ ![-e 1, e 0, 0] = e 0 * (-e 1) + e 1 * e 0 + e 2 * 0 :=
          Fin.sum_univ_three (fun i => e i * ![-e 1, e 0, 0] i)
        rw [hs]
        ring
    have hp := h v hv
    rw [quad, hev] at hp
    by_contra hy1
    have hy2 : 0 ≤ y - 1 := by linarith
    nlinarith [mul_nonneg hy2 (nonneg v)]
  · intro hy1 v hv
    have hpos : 0 < v ⬝ᵥ v :=
      lt_of_le_of_ne (nonneg v) (fun h => hv (dotProduct_self_eq_zero.1 h.symm))
    rw [quad]
    have h1 := mul_pos (sub_pos.2 hy1) hpos
    have h2 := mul_nonneg hy (sq_nonneg (e ⬝ᵥ v))
    linarith

/-- For `0 < y < 1` and a unit vector `e`, let `L` be the eigenvalue of the limiting matrix
belonging to `e`, and `T` the one belonging to a nonzero vector `v` perpendicular to `e`. Then
`L / T` is `ε` exactly when the Clausius-Mossotti relation `(ε - 1)/(ε + 2) = y` holds. -/
theorem clausius_mossotti_ratio {y ε L T : ℝ} (hy0 : 0 < y) (hy1 : y < 1)
    {e v : Fin 3 → ℝ} (he : e ⬝ᵥ e = 1) (hv : v ≠ 0) (hev : e ⬝ᵥ v = 0)
    (hL : limitMatrix y e *ᵥ e = L • e) (hT : limitMatrix y e *ᵥ v = T • v) :
    L / T = ε ↔ (ε - 1) / (ε + 2) = y := by
  obtain ⟨h1, h2, -⟩ := limitMatrix_spectrum y he
  have hne : e ≠ 0 := by
    rintro rfl
    simp at he
  -- the eigenvalues are fixed by their eigenvectors
  have eL : 1 + 2 * y = L := smul_left_injective ℝ hne (h1.symm.trans hL)
  have eT : 1 - y = T := smul_left_injective ℝ hv ((h2 v hev).symm.trans hT)
  rw [← eL, ← eT]
  have hd : 1 - y ≠ 0 := (sub_pos.2 hy1).ne'
  constructor
  · intro h
    have h' := (div_eq_iff hd).1 h
    have hε : ε + 2 ≠ 0 := by
      intro hz
      have hm : ε = -2 := by linarith
      rw [hm] at h'
      linarith
    rw [div_eq_iff hε]
    linear_combination -h'
  · intro h
    have hε : ε + 2 ≠ 0 := by
      intro hz
      rw [hz, div_zero] at h
      linarith
    rw [div_eq_iff hε] at h
    rw [div_eq_iff hd]
    linear_combination -h

end

end ManyBodyDispersion
```

```lean
#print axioms ManyBodyDispersion.dipoleTerm_no_limit
#print axioms ManyBodyDispersion.coupledMatrix_tendsto_ray
#print axioms ManyBodyDispersion.limitMatrix_stable_iff
#print axioms ManyBodyDispersion.clausius_mossotti_ratio
```

```
'ManyBodyDispersion.dipoleTerm_no_limit' depends on axioms: [propext, Classical.choice, Quot.sound]
'ManyBodyDispersion.coupledMatrix_tendsto_ray' depends on axioms: [propext, Classical.choice, Quot.sound]
'ManyBodyDispersion.limitMatrix_stable_iff' depends on axioms: [propext, Classical.choice, Quot.sound]
'ManyBodyDispersion.clausius_mossotti_ratio' depends on axioms: [propext, Classical.choice, Quot.sound]
```

### From the ray to the ratio in the proof

`dipoleTerm_ray` is the cancellation of $t^2$. Its first step, `h`, computes $(te)\cdot(te)=t^2$. The matrices are then compared entry by entry, and `div_eq_iff` clears the denominator, which is nonzero because $t$ is.

`dipoleTerm_tendsto_ray` first shows, in `hE`, that the Gaussian tends to 1 by continuity. Multiplying by the constant matrix gives the limit of $e^{-ct^2}4\pi ee^T$. The step `h.congr'` transfers it to the dipole term, since the two functions agree at every $t\neq0$.

In `dipoleTerm_no_limit`, the assumed limit $L$ is restricted to rays. For this, `hq` checks that $te$ tends to the origin without ever reaching it when $t\neq0$. Uniqueness of limits then gives `ray`, the statement that $L=4\pi ee^T$ for every unit vector. Comparing the directions `![1, 0, 0]` and `![0, 1, 0]` in entry 00 leaves $4\pi=0$, which `Real.pi_ne_zero` refutes.

`coupledMatrix_tendsto_ray` carries the ray limit through the subtraction, the scaling by $\alpha n$ and the addition of 1. The tactic `module` confirms that the outcome is $M$ with the stated $y$.

`limitMatrix_mulVec` is the formula for $Mv$, checked in each of the three components. Both eigenvalue equations in `limitMatrix_spectrum` follow by inserting $e\cdot e=1$ or $e\cdot v=0$. For the determinant, Lean expands the 3×3 formula. Before normalisation is used, the result differs from the claimed product by $-3y\,a^2(e\cdot e-1)$, and this is the multiple of the unit-length condition that `linear_combination` supplies.

In `limitMatrix_stable_iff`, `quad` is the expression for $v\cdot Mv$. The transverse test vector is explicit: $(1,0,0)$ if $e_0=0$, and $(-e_1,e_0,0)$ otherwise. Both are nonzero and perpendicular to $e$. Some lower bound on $y$ is needed, since at $y=-1$ a unit vector $e$ gives $e\cdot Me=-1$ although $y<1$.

`clausius_mossotti_ratio` begins by identifying $L=1+2y$ and $T=1-y$: a nonzero vector can't be scaled by two different numbers with the same result. The rest is the algebra above, in both directions, with $\varepsilon=-2$ excluded each time. In the direction from the relation to the ratio, this exclusion uses $y\neq0$, because Lean sets division by zero to zero and $\varepsilon=-2$ would otherwise satisfy the relation at $y=0$.

### Length and direction as separate variables

A different model would take the pair $(t,e)$, with $t\ge0$ and $e$ on the unit sphere, as the variable in place of $q$. The expression $e^{-ct^2}4\pi ee^T$ is continuous in this pair, including at $t=0$, so the singularity disappears from the formula. The missing limit would then take another form: all pairs $(0,e)$ describe the same wavevector $q=0$, yet they carry different matrices. That version suits a calculation that always specifies a direction of approach. The version in terms of $q$ speaks directly about the function that is sampled on a grid.
